# Spin restriction halves the separation of the two addition levels of a repulsive mean-field defect orbital

Let a defect orbital of energy $\varepsilon$ hold $n$ electrons, $0\le n\le 2$, with a constant mean-field repulsion $U>0$ between opposite spins. With free spin occupations between 0 and 1, its lowest energy is $\varepsilon n+U\max(0,n-1)$. Forcing equal occupations raises this by $\frac U4\min(n,2-n)^2$, which is at most $U/4$ and reaches that value only at $n=1$. The levels for adding the first and second electron then move from $\varepsilon$ and $\varepsilon+U$ to $\varepsilon+U/4$ and $\varepsilon+3U/4$.

## One orbital, two spin channels

Let $a,b\in[0,1]$ be the occupations of the two spin channels. The energy is
$$E(a,b)=\varepsilon(a+b)+Uab .$$
The constant $U$ stands for the Coulomb repulsion of two opposite-spin electrons in the orbital, screened by the host crystal. Both $\varepsilon$ and $U$ are fixed, so neither the orbital nor the lattice relaxes when the charge changes, and there is no hybridisation with the bands.

This energy has the Hartree–Fock form, in which an electron does not repel itself. For this single orbital with fixed parameters, the result gives the error that spin restriction makes in the charge transition levels. Semilocal density functionals do not in general cancel the self-repulsion exactly, so $U/4$ should not be read as the error of a non-spin-polarised run with them.

## The statement in Lean

`energy ε U a b` is $E(a,b)$. The set `energies ε U n` collects its values over all pairs in `Icc (0 : ℝ) 1` with $a+b=n$, and `groundEnergy` is the infimum of that set. `restrictedEnergy` is the energy at $a=b=n/2$. `level E N` is $E(N+1)-E(N)$, where $N$ counts electrons, not the defect's charge.

- `isLeast_energies` says that, for $U\ge0$ and $0\le n\le2$, the value $\varepsilon n+U\max(0,n-1)$ belongs to the set and is a lower bound of it. The infimum is therefore a minimum, and `groundEnergy_eq` records its value.
- `energy_eq_groundEnergy_iff` says that, for $U>0$, an admissible pair is optimal exactly when at least one channel is empty or full.
- `restricted_excess` and `restricted_excess_le` give the error of the restriction and its maximum.
- `ground_levels`, `restricted_levels` and `restricted_separation_half` give the levels and the halving. The restricted levels hold for every real $U$; the other two theorems assume $U\ge0$.

The bounds on $n$ are the fillings that two channels can hold. Beyond them the set of energies is empty, and Lean's infimum is then 0 by convention.

## Two products that cannot be negative

**Lower bound.** Since $a,b\ge0$, we have $ab\ge0$. Since $a,b\le1$,
$$0\le(1-a)(1-b)=1-n+ab,$$
so $ab\ge n-1$. Together, $ab\ge\max(0,n-1)$. Multiplying by $U\ge0$ and adding $\varepsilon n$ gives the lower bound on the energy. It is attained at $(n,0)$ for $n\le1$ and at $(1,n-1)$ for $n\ge1$.

**Optimal occupations.** For $U>0$, a pair is optimal exactly when $ab=\max(0,n-1)$. If $n\le1$, this reads $ab=0$, so one channel is empty. If $n\ge1$, it reads $(1-a)(1-b)=0$, so one channel is full. Conversely, $a=0$ gives $n=b\le1$ and both sides vanish, while $a=1$ gives $n-1=b\ge0$ and both sides equal $b$. The cases $b=0$ and $b=1$ are the same with the spins exchanged.

**Error of the restriction.** At $a=b=n/2$ the repulsion is $Un^2/4$. The excess is therefore
$$\frac{Un^2}{4}\quad(n\le1),\qquad \frac{Un^2}{4}-U(n-1)=\frac{U(2-n)^2}{4}\quad(n\ge1).$$
Both are $\frac U4m^2$ with $m=\min(n,2-n)$. The numbers $n$ and $2-n$ add up to 2, so $0\le m\le1$ and the excess is at most $U/4$. For $U>0$, equality needs $m=1$, hence $n\ge1$ and $2-n\ge1$, which leaves $n=1$.

**Levels.** Evaluation at integer filling gives:

| Electrons | Free spins | Equal spins |
|---|---|---|
| 0 | $0$ | $0$ |
| 1 | $\varepsilon$ | $\varepsilon+U/4$ |
| 2 | $2\varepsilon+U$ | $2\varepsilon+U$ |

Successive differences are the levels stated at the start. Their separation, the second difference of the energy, is $U$ with free spins and $U/2$ with equal spins.

## Three charge states in a supercell

Transition levels are obtained from total energies of the defect in different charge states. Suppose the orbital is empty, singly and doubly occupied in three successive ones. A non-spin-polarised run of the middle state puts half an electron in each channel. In the model only this energy is wrong, and being too high by $U/4$ it pushes the first level up and the second down by that amount. With $\varepsilon=0.5$ eV and $U=2$ eV, the levels 0.5 and 2.5 eV become 1.0 and 2.0 eV.

Switching on spin polarisation may not be enough. At $n=1$ the energy is $\varepsilon+Ua(1-a)$, which is stationary at $a=1/2$, although this is its maximum. A self-consistent run started from equal spin densities can stay there, so one starts the middle state with a nonzero moment.

## When the repulsion is negative or zero

For $U<0$ the formula for the minimum fails: at $n=1$ the pair $(1/2,1/2)$ has energy $\varepsilon+U/4$, below $\varepsilon$. At $U=0$ the formula survives, but the description of the optimal pairs fails, because $(1/2,1/2)$ is then optimal with neither channel empty or full.

## The file and its proof

```lean
import Mathlib

open Set

namespace SpinRestrictedLevels

noncomputable section

/-- Mean-field energy of a defect level `ε` with on-site repulsion `U` and spin occupations
`a` and `b`. -/
def energy (ε U a b : ℝ) : ℝ := ε * (a + b) + U * a * b

/-- The energies reached at total filling `n` by spin occupations between 0 and 1. -/
def energies (ε U n : ℝ) : Set ℝ :=
  {E | ∃ a ∈ Icc (0 : ℝ) 1, ∃ b ∈ Icc (0 : ℝ) 1, a + b = n ∧ energy ε U a b = E}

/-- The spin-unrestricted ground energy at filling `n`, for `0 ≤ n ≤ 2`: the infimum over all
admissible spin occupations. -/
def groundEnergy (ε U n : ℝ) : ℝ := sInf (energies ε U n)

/-- The spin-restricted energy at filling `n`: both spin channels hold `n / 2`. -/
def restrictedEnergy (ε U n : ℝ) : ℝ := energy ε U (n / 2) (n / 2)

/-- The electron-addition level of an energy curve `E`: the cost of going from `N` to `N + 1`
electrons. -/
def level (E : ℝ → ℝ) (N : ℝ) : ℝ := E (N + 1) - E N

variable {ε U n : ℝ}

/-- For `U ≥ 0` and filling between 0 and 2, the lowest energy is attained and equals
`ε n + U max(0, n - 1)`. -/
theorem isLeast_energies (hU : 0 ≤ U) (h0 : 0 ≤ n) (h2 : n ≤ 2) :
    IsLeast (energies ε U n) (ε * n + U * max 0 (n - 1)) := by
  constructor
  · rcases le_total n 1 with h | h
    · -- up to one electron: everything in one spin channel
      refine ⟨n, ⟨h0, h⟩, 0, ⟨le_rfl, zero_le_one⟩, add_zero n, ?_⟩
      have hm : max 0 (n - 1) = 0 := max_eq_left (by linarith)
      rw [hm, energy]
      ring
    · -- beyond one electron: one channel full, the rest in the other
      refine ⟨1, ⟨zero_le_one, le_rfl⟩, n - 1, ⟨by linarith, by linarith⟩, by ring, ?_⟩
      have hm : max 0 (n - 1) = n - 1 := max_eq_right (by linarith)
      rw [hm, energy]
      ring
  · rintro E ⟨a, ha, b, hb, hab, rfl⟩
    -- the two bounds are `a b ≥ 0` and `(1 - a) (1 - b) ≥ 0`
    have hm : max 0 (n - 1) ≤ a * b :=
      max_le (mul_nonneg ha.1 hb.1)
        (by nlinarith [mul_nonneg (sub_nonneg.2 ha.2) (sub_nonneg.2 hb.2)])
    have hUm := mul_le_mul_of_nonneg_left hm hU
    rw [energy, hab, mul_assoc]
    linarith

/-- For `U ≥ 0` and filling between 0 and 2, the ground energy equals `ε n + U max(0, n - 1)`. -/
theorem groundEnergy_eq (hU : 0 ≤ U) (h0 : 0 ≤ n) (h2 : n ≤ 2) :
    groundEnergy ε U n = ε * n + U * max 0 (n - 1) :=
  (isLeast_energies hU h0 h2).csInf_eq

/-- For `U > 0`, admissible spin occupations reach the ground energy of their filling exactly
when at least one spin channel is empty or full. -/
theorem energy_eq_groundEnergy_iff {a b : ℝ} (hU : 0 < U)
    (ha : a ∈ Icc (0 : ℝ) 1) (hb : b ∈ Icc (0 : ℝ) 1) :
    energy ε U a b = groundEnergy ε U (a + b) ↔ (a = 0 ∨ a = 1) ∨ (b = 0 ∨ b = 1) := by
  obtain ⟨ha0, ha1⟩ := ha
  obtain ⟨hb0, hb1⟩ := hb
  rw [groundEnergy_eq hU.le (by linarith) (by linarith), energy]
  constructor
  · intro h
    have h' : a * b = max 0 (a + b - 1) := mul_left_cancel₀ hU.ne' (by linarith)
    rcases le_total (a + b) 1 with hn | hn
    · rw [max_eq_left (by linarith)] at h'
      rcases mul_eq_zero.1 h' with h | h
      · exact Or.inl (Or.inl h)
      · exact Or.inr (Or.inl h)
    · rw [max_eq_right (by linarith)] at h'
      have hp : (1 - a) * (1 - b) = 0 := by linear_combination h'
      rcases mul_eq_zero.1 hp with h | h
      · exact Or.inl (Or.inr (by linarith))
      · exact Or.inr (Or.inr (by linarith))
  · rintro ((h | h) | (h | h))
    · rw [max_eq_left (by linarith), h]
      ring
    · rw [max_eq_right (by linarith), h]
      ring
    · rw [max_eq_left (by linarith), h]
      ring
    · rw [max_eq_right (by linarith), h]
      ring

/-- For `U ≥ 0` and filling between 0 and 2, the spin restriction raises the energy by
`(U / 4) min(n, 2 - n)²`. -/
theorem restricted_excess (hU : 0 ≤ U) (h0 : 0 ≤ n) (h2 : n ≤ 2) :
    restrictedEnergy ε U n - groundEnergy ε U n = U / 4 * min n (2 - n) ^ 2 := by
  rw [groundEnergy_eq hU h0 h2, restrictedEnergy, energy]
  rcases le_total n 1 with h | h
  · rw [max_eq_left (by linarith), min_eq_left (by linarith)]
    ring
  · rw [max_eq_right (by linarith), min_eq_right (by linarith)]
    ring

/-- For `U > 0` and filling between 0 and 2, the error of the spin restriction is at most
`U / 4`, and it takes this value only at one electron. -/
theorem restricted_excess_le (hU : 0 < U) (h0 : 0 ≤ n) (h2 : n ≤ 2) :
    restrictedEnergy ε U n - groundEnergy ε U n ≤ U / 4 ∧
      (restrictedEnergy ε U n - groundEnergy ε U n = U / 4 ↔ n = 1) := by
  rw [restricted_excess hU.le h0 h2]
  have hl : min n (2 - n) ≤ n := min_le_left _ _
  have hr : min n (2 - n) ≤ 2 - n := min_le_right _ _
  have hm0 : 0 ≤ min n (2 - n) := le_min h0 (by linarith)
  have hm1 : min n (2 - n) ≤ 1 := by linarith
  have hsq : min n (2 - n) ^ 2 ≤ 1 := pow_le_one₀ hm0 hm1
  refine ⟨by nlinarith, fun h => ?_, fun h => ?_⟩
  · -- the maximal error forces `min(n, 2 - n) = 1`
    have hU4 : U / 4 ≠ 0 := by positivity
    have hs : min n (2 - n) ^ 2 = 1 := mul_left_cancel₀ hU4 (by linarith)
    have hge : 1 ≤ min n (2 - n) := by nlinarith
    linarith
  · rw [h]
    norm_num

/-- For `U ≥ 0`, the unrestricted addition levels of the first and second electron are `ε` and
`ε + U`. -/
theorem ground_levels (hU : 0 ≤ U) :
    level (groundEnergy ε U) 0 = ε ∧ level (groundEnergy ε U) 1 = ε + U := by
  have e0 : groundEnergy ε U 0 = 0 := by
    rw [groundEnergy_eq hU (by norm_num) (by norm_num)]
    norm_num
  have e1 : groundEnergy ε U 1 = ε := by
    rw [groundEnergy_eq hU (by norm_num) (by norm_num)]
    norm_num
  have e2 : groundEnergy ε U 2 = ε * 2 + U := by
    rw [groundEnergy_eq hU (by norm_num) (by norm_num)]
    norm_num
  constructor
  · rw [level, zero_add, e1, e0, sub_zero]
  · rw [level, one_add_one_eq_two, e2, e1]
    ring

/-- The spin-restricted addition levels of the first and second electron are `ε + U / 4` and
`ε + 3 U / 4`. -/
theorem restricted_levels (ε U : ℝ) :
    level (restrictedEnergy ε U) 0 = ε + U / 4 ∧
      level (restrictedEnergy ε U) 1 = ε + 3 * U / 4 := by
  constructor <;> unfold level restrictedEnergy energy <;> ring

/-- For `U ≥ 0`, the spin restriction halves the separation of the addition levels of the first and
second electron. -/
theorem restricted_separation_half (hU : 0 ≤ U) :
    level (restrictedEnergy ε U) 1 - level (restrictedEnergy ε U) 0 =
      (level (groundEnergy ε U) 1 - level (groundEnergy ε U) 0) / 2 := by
  rw [(restricted_levels ε U).1, (restricted_levels ε U).2,
    (ground_levels hU).1, (ground_levels hU).2]
  ring

end

end SpinRestrictedLevels
```

```lean
#print axioms SpinRestrictedLevels.energy_eq_groundEnergy_iff
#print axioms SpinRestrictedLevels.restricted_excess_le
#print axioms SpinRestrictedLevels.restricted_separation_half
```

```
'SpinRestrictedLevels.energy_eq_groundEnergy_iff' depends on axioms: [propext, Classical.choice, Quot.sound]
'SpinRestrictedLevels.restricted_excess_le' depends on axioms: [propext, Classical.choice, Quot.sound]
'SpinRestrictedLevels.restricted_separation_half' depends on axioms: [propext, Classical.choice, Quot.sound]
```

In `isLeast_energies`, the first half supplies the two optimal pairs after a case split at $n=1$. The second half joins the two lower bounds on $ab$ with `max_le`; `nlinarith` receives the product $(1-a)(1-b)\ge0$ and extracts $ab\ge n-1$. `groundEnergy_eq` then follows because a least element is the infimum.

In `energy_eq_groundEnergy_iff`, `mul_left_cancel₀` divides by $U$, which is where $U\ne0$ enters. The same case split leads to one of the two vanishing products, and `mul_eq_zero` picks the factor. The converse checks the four cases.

`restricted_excess` resolves the maximum and minimum on each half of the filling range and leaves the algebra to `ring`. `restricted_excess_le` bounds $m^2$ by 1; for equality it cancels $U/4$, deduces $m\ge1$ from $m^2=1$, and concludes $n=1$ from $m\le n$ and $m\le2-n$.

`ground_levels` evaluates the minimum at 0, 1 and 2 electrons, `restricted_levels` expands the definitions, and `restricted_separation_half` substitutes the four levels.
